# A phase-modulated augmentation operator couples Bloch states at $k$ only to $k+q$

In a linear-response phonon calculation with ultrasoft pseudopotentials, the perturbation at wavevector $q$ is applied to a state at $k$, and the response is sought among states at $k+q$, with overlaps computed only for the projectors of one cell. For the augmentation part of the perturbation, in a finite periodic crystal, this step rests on the selection rule below.

## One character sum decides the matrix element

Let $G$ be the finite group of translations, with $N$ elements, one per cell. Each $R\in G$ acts on states by a linear map $T_R$ that preserves inner products, which are conjugate-linear in the first argument. A character $\chi$ is a homomorphism from $G$ to the unit circle. For a lattice it is $\chi(R)=e^{ik\cdot R}$, so adding wavevectors means multiplying characters, and wavevectors that differ by a reciprocal lattice vector give the same character and count as equal. Let $\psi$ and $\psi'$ satisfy
$$T_R\psi=\overline{\chi(R)}\,\psi,\qquad T_R\psi'=\overline{\chi'(R)}\,\psi'.$$
With home-cell projectors $\beta_i$, coefficients $I_{ij}$ and a character $\chi_q$ for the phonon, define
$$W_q\psi=\sum_R\sum_{ij}\chi_q(R)\,I_{ij}\,\langle T_R\beta_j,\psi\rangle\,T_R\beta_i .$$

The claim is that $\langle\psi',W_q\psi\rangle=N M$ if $\chi'=\chi\chi_q$, and zero otherwise, where $M=\sum_{ij}I_{ij}\langle\psi',\beta_i\rangle\langle\beta_j,\psi\rangle$.

Unitarity gives $\langle\psi',\beta_i\rangle=\langle T_R\psi',T_R\beta_i\rangle=\chi'(R)\langle\psi',T_R\beta_i\rangle$. Hence
$$\langle\psi',T_R\beta_i\rangle=\overline{\chi'(R)}\langle\psi',\beta_i\rangle,\qquad \langle T_R\beta_j,\psi\rangle=\chi(R)\langle\beta_j,\psi\rangle,$$
the second by the same argument for $\psi$, followed by conjugation. Therefore
$$\langle\psi',W_q\psi\rangle=M\sum_R\eta(R),\qquad \eta=\chi\chi_q\chi'^{-1}.$$
If $\eta=1$, the sum is $N$. Otherwise some $a$ has $\eta(a)\neq1$. Replacing $R$ by $aR$ only reorders the sum, so $\eta(a)\sum_R\eta(R)=\sum_R\eta(R)$, and the sum vanishes.

**Four cells in a ring.** Take $\chi_m(n)=i^{mn}$ for $n=0,1,2,3$, one projector on site 0 and unit coefficient. Let $k=q=1$. Then $\psi=(1,i,-1,-i)$, and $W_q$ multiplies site $n$ by $i^n$, giving $(1,-1,1,-1)$. The overlap with the wave $m=2$ is $4$; with $m=3$ it is $1-i-1+i=0$. After normalising both waves, the allowed element is $4/4=1$.

## The crystal and the perturbation in Lean

States live in any complex inner product space `V`. The group need not be commutative; lattice translations are the intended case.

```lean
import Mathlib

open scoped InnerProductSpace ComplexConjugate

namespace UltrasoftPhononSelection

noncomputable section

variable {G V ι : Type*} [Group G] [Fintype G] [Fintype ι]
  [NormedAddCommGroup V] [InnerProductSpace ℂ V]
```

`IsUnitaryRep` is the unitarity used above.

```lean
/-- The translations `T R` preserve all inner products. -/
def IsUnitaryRep (T : G →* (V →ₗ[ℂ] V)) : Prop :=
  ∀ R x y, ⟪T R x, T R y⟫_ℂ = ⟪x, y⟫_ℂ
```

The conjugate in `IsBloch` fixes the sign convention $(T_R\psi)(r)=\psi(r-R)$ for a wave $e^{ik\cdot r}$. Neither normalisation nor $\psi\neq0$ is required.

```lean
/-- Bloch condition: translating `ψ` by `R` multiplies it by the conjugate phase of `χ R`. -/
def IsBloch (T : G →* (V →ₗ[ℂ] V)) (χ : G →* Circle) (ψ : V) : Prop :=
  ∀ R, T R ψ = conj (χ R : ℂ) • ψ
```

`augmentation` is $W_q\psi$. The form of $W_q$ is assumed, not derived from an energy functional; the local potential and self-consistency are absent. In an ultrasoft calculation, one contribution to $I_{ij}$ is the integral of the first-order change of the effective potential times the augmentation function $Q_{ij}$ of an atom in the home cell. Here the matrix `I` is arbitrary, and the family `β` may include displacement derivatives of projectors.

```lean
/-- The augmentation part of a phonon perturbation, acting on `ψ`: the projectors `β` and
coefficients `I` of one cell are repeated in every cell `R` with the phase `χq R`. -/
def augmentation (T : G →* (V →ₗ[ℂ] V)) (χq : G →* Circle) (I : Matrix ι ι ℂ)
    (β : ι → V) (ψ : V) : V :=
  ∑ R, ∑ i, ∑ j, ((χq R : ℂ) * I i j * ⟪T R (β j), ψ⟫_ℂ) • T R (β i)
```

## From phases to the selection rule

The first two lemmas move a translation off a projector: `inner_translated` expands the unitarity identity and cancels the phase with `conj_mul_phase`. The "overlap in the home cell" is the full inner product with the untranslated projector, which may extend beyond that cell.

```lean
/-- A phase times its conjugate is one. -/
theorem conj_mul_phase (z : Circle) : conj (z : ℂ) * (z : ℂ) = 1 := by
  rw [mul_comm, Complex.mul_conj, Circle.normSq_coe, Complex.ofReal_one]

omit [Fintype G] in
/-- The overlap of a Bloch state with a translated projector is the overlap in the home cell
times a conjugate phase. -/
theorem inner_translated {T : G →* (V →ₗ[ℂ] V)} (hT : IsUnitaryRep T) {χ : G →* Circle}
    {ψ : V} (h : IsBloch T χ ψ) (R : G) (b : V) :
    ⟪ψ, T R b⟫_ℂ = conj (χ R : ℂ) * ⟪ψ, b⟫_ℂ := by
  have h1 := hT R ψ b
  rw [h R, inner_smul_left, Complex.conj_conj] at h1
  linear_combination conj (χ R : ℂ) * h1 - ⟪ψ, T R b⟫_ℂ * conj_mul_phase (χ R)
```

`sum_phases` is the character sum. `Equiv.mulLeft a` performs the relabelling $R\mapsto aR$.

```lean
/-- The phases of a character add up to the number of cells if the character is trivial,
and cancel otherwise. -/
theorem sum_phases (χ : G →* Circle) [Decidable (χ = 1)] :
    ∑ R, (χ R : ℂ) = if χ = 1 then (Fintype.card G : ℂ) else 0 := by
  split_ifs with h
  · simp [h]
  · obtain ⟨a, ha⟩ : ∃ a, χ a ≠ 1 := by
      by_contra hc
      push Not at hc
      exact h (MonoidHom.ext hc)
    -- shifting the summation variable by `a` multiplies the sum by `χ a`
    have hs : (χ a : ℂ) * ∑ R, (χ R : ℂ) = ∑ R, (χ R : ℂ) := by
      rw [Finset.mul_sum]
      exact Fintype.sum_equiv (Equiv.mulLeft a) _ _ (fun R => by simp)
    have hz : ((χ a : ℂ) - 1) * ∑ R, (χ R : ℂ) = 0 := by linear_combination hs
    refine (mul_eq_zero.mp hz).resolve_left fun h0 => ha ?_
    exact Circle.ext (by rw [Circle.coe_one]; exact sub_eq_zero.mp h0)
```

In the main theorem, `key` factors the matrix element into the sum of $\eta$ and $M$. The case split then translates $\eta=1$ into $\chi'=\chi\chi_q$.

```lean
open scoped Classical in
/-- Selection rule: the augmentation at `q` couples a Bloch state at `k` only to Bloch states
at `k + q`, and the allowed element is the number of cells times the one-cell expression. -/
theorem augmentation_selection_rule {T : G →* (V →ₗ[ℂ] V)} (hT : IsUnitaryRep T)
    {χ χ' : G →* Circle} {ψ ψ' : V} (h : IsBloch T χ ψ) (h' : IsBloch T χ' ψ')
    (χq : G →* Circle) (I : Matrix ι ι ℂ) (β : ι → V) :
    ⟪ψ', augmentation T χq I β ψ⟫_ℂ =
      if χ' = χ * χq then
        (Fintype.card G : ℂ) * ∑ i, ∑ j, I i j * ⟪ψ', β i⟫_ℂ * ⟪β j, ψ⟫_ℂ
      else 0 := by
  -- all dependence on the cell collects into one character
  have key : ⟪ψ', augmentation T χq I β ψ⟫_ℂ =
      (∑ R, ((χ * χq * χ'⁻¹) R : ℂ)) *
        ∑ i, ∑ j, I i j * ⟪ψ', β i⟫_ℂ * ⟪β j, ψ⟫_ℂ := by
    rw [augmentation, inner_sum, Finset.sum_mul]
    refine Finset.sum_congr rfl fun R _ => ?_
    simp only [inner_sum, inner_smul_right, Finset.mul_sum]
    refine Finset.sum_congr rfl fun i _ => Finset.sum_congr rfl fun j _ => ?_
    have hr : ⟪T R (β j), ψ⟫_ℂ = (χ R : ℂ) * ⟪β j, ψ⟫_ℂ := by
      rw [← inner_conj_symm (T R (β j)) ψ, inner_translated hT h, map_mul,
        Complex.conj_conj, inner_conj_symm]
    rw [hr, inner_translated hT h']
    simp only [MonoidHom.mul_apply, MonoidHom.inv_apply, Circle.coe_mul,
      Circle.coe_inv_eq_conj]
    ring
  rw [key, sum_phases]
  by_cases hk : χ' = χ * χq
  · have h1 : χ * χq * χ'⁻¹ = 1 := by rw [hk, mul_inv_cancel]
    rw [if_pos h1, if_pos hk]
  · have h1 : ¬ χ * χq * χ'⁻¹ = 1 := fun e => hk (mul_inv_eq_one.mp e).symm
    rw [if_neg h1, if_neg hk, zero_mul]
```

## The perturbed state and the adjoint

Unitarity also gives $\langle T_R\beta_j,\psi\rangle=\langle T_{SR}\beta_j,T_S\psi\rangle$. Relabelling $SR$ as the new cell leaves a phase:
$$T_SW_q\psi=\overline{\chi_q(S)}\,W_qT_S\psi .$$

```lean
/-- Moving a translation through the augmentation at `q` costs the conjugate phase of `q`. -/
theorem augmentation_covariant {T : G →* (V →ₗ[ℂ] V)} (hT : IsUnitaryRep T)
    (χq : G →* Circle) (I : Matrix ι ι ℂ) (β : ι → V) (S : G) (ψ : V) :
    T S (augmentation T χq I β ψ) =
      conj (χq S : ℂ) • augmentation T χq I β (T S ψ) := by
  simp only [augmentation, map_sum, map_smul, Finset.smul_sum]
  -- relabel the cells by `R ↦ S * R`
  refine Fintype.sum_equiv (Equiv.mulLeft S) _ _ fun R => ?_
  refine Finset.sum_congr rfl fun i _ => Finset.sum_congr rfl fun j _ => ?_
  have hm : ∀ v, T (S * R) v = T S (T R v) := fun v => by rw [map_mul]; rfl
  have hq : (χq (S * R) : ℂ) = χq S * χq R := by rw [map_mul, Circle.coe_mul]
  simp only [Equiv.coe_mulLeft, hm, hq]
  rw [hT S, smul_smul]
  congr 1
  linear_combination (-((χq R : ℂ) * I i j * ⟪T R (β j), ψ⟫_ℂ)) * conj_mul_phase (χq S)
```

Inserting $T_S\psi=\overline{\chi(S)}\psi$ and using linearity shows that $W_q\psi$ obeys the Bloch condition for $\chi\chi_q$, though it may be the zero vector.

```lean
/-- The augmentation at `q` turns a Bloch state at `k` into a vector obeying the Bloch
condition at `k + q`. -/
theorem augmentation_isBloch {T : G →* (V →ₗ[ℂ] V)} (hT : IsUnitaryRep T)
    {χ : G →* Circle} {ψ : V} (h : IsBloch T χ ψ)
    (χq : G →* Circle) (I : Matrix ι ι ℂ) (β : ι → V) :
    IsBloch T (χ * χq) (augmentation T χq I β ψ) := by
  have hlin : ∀ c : ℂ, augmentation T χq I β (c • ψ) = c • augmentation T χq I β ψ := by
    intro c
    simp only [augmentation, inner_smul_right, Finset.smul_sum, smul_smul]
    refine Finset.sum_congr rfl fun R _ => Finset.sum_congr rfl fun i _ =>
      Finset.sum_congr rfl fun j _ => ?_
    congr 1
    ring
  intro S
  rw [augmentation_covariant hT, h S, hlin, smul_smul, MonoidHom.mul_apply,
    Circle.coe_mul, map_mul, mul_comm (conj (χq S : ℂ))]
```

For the adjoint, conjugating the coefficients of $W_q\varphi$ gives
$$\langle W_q\varphi,\psi\rangle=\sum_R\sum_{ij}\overline{\chi_q(R)}\,\overline{I_{ij}}\,\langle\varphi,T_R\beta_j\rangle\langle T_R\beta_i,\psi\rangle .$$
This is the augmentation at $-q$ with coefficients $I^\dagger$. Exchanging the sums over $i$ and $j$ matches the transpose, and unitarity is not needed.

```lean
/-- The adjoint of the augmentation at `q` is the augmentation at `-q` with the
conjugate-transposed coefficients. -/
theorem augmentation_adjoint (T : G →* (V →ₗ[ℂ] V)) (χq : G →* Circle)
    (I : Matrix ι ι ℂ) (β : ι → V) (φ ψ : V) :
    ⟪augmentation T χq I β φ, ψ⟫_ℂ = ⟪φ, augmentation T χq⁻¹ I.conjTranspose β ψ⟫_ℂ := by
  simp only [augmentation, sum_inner, inner_sum, inner_smul_left, inner_smul_right]
  refine Finset.sum_congr rfl fun R _ => ?_
  rw [Finset.sum_comm]
  refine Finset.sum_congr rfl fun i _ => Finset.sum_congr rfl fun j _ => ?_
  simp only [map_mul, inner_conj_symm, MonoidHom.inv_apply, Circle.coe_inv_eq_conj,
    Matrix.conjTranspose_apply, RCLike.star_def]
  ring
```

## Plane waves with a nonzero coupling

Functions on the cells provide a concrete model, with translations shifting the argument.

```lean
/-- Translations of wavefunctions on the cells: `(T R f) x = f (R⁻¹ x)`. -/
def translation : G →* (EuclideanSpace ℂ G →ₗ[ℂ] EuclideanSpace ℂ G) where
  toFun R :=
    { toFun := fun f => WithLp.toLp 2 fun x => f (R⁻¹ * x)
      map_add' := fun f g => by ext x; simp
      map_smul' := fun c f => by ext x; simp }
  map_one' := LinearMap.ext fun f => by ext x; simp
  map_mul' R S := LinearMap.ext fun f => by ext x; simp [mul_assoc]

/-- The plane wave whose value in cell `x` is the phase `χ x`. -/
def planeWave (χ : G →* Circle) : EuclideanSpace ℂ G :=
  WithLp.toLp 2 fun x => (χ x : ℂ)
```

Relabelling cells proves unitarity, and multiplicativity of $\chi$ gives the Bloch condition.

```lean
/-- Translations of wavefunctions on the cells are unitary, and every plane wave is a Bloch
state for them. -/
theorem translation_witness :
    IsUnitaryRep (translation (G := G)) ∧
      ∀ χ : G →* Circle, IsBloch translation χ (planeWave χ) := by
  refine ⟨fun R f g => ?_, fun χ R => ?_⟩
  · simp only [PiLp.inner_apply]
    exact Fintype.sum_equiv (Equiv.mulLeft R⁻¹) _ _ (fun x => rfl)
  · ext x
    change ((χ (R⁻¹ * x) : Circle) : ℂ) = conj (χ R : ℂ) * (χ x : ℂ)
    rw [map_mul, map_inv, Circle.coe_mul, Circle.coe_inv_eq_conj]
```

For a projector on the identity cell, both overlaps equal 1, so the selection rule gives $N$. These plane waves have squared norm $N$; between normalised ones the coupling is 1.

```lean
/-- With one projector on a single cell and unit coefficient, the plane waves at `k` and
`k + q` are coupled with strength equal to the number of cells. -/
theorem planeWave_coupling [DecidableEq G] (χ χq : G →* Circle) :
    ⟪planeWave (χ * χq), augmentation translation χq (1 : Matrix Unit Unit ℂ)
      (fun _ => EuclideanSpace.single (1 : G) (1 : ℂ)) (planeWave χ)⟫_ℂ =
      (Fintype.card G : ℂ) := by
  rw [augmentation_selection_rule translation_witness.1 (translation_witness.2 χ)
    (translation_witness.2 (χ * χq)), if_pos rfl]
  simp [planeWave, EuclideanSpace.inner_single_left, EuclideanSpace.inner_single_right]

end

end UltrasoftPhononSelection
```

```lean
#print axioms UltrasoftPhononSelection.augmentation_isBloch
#print axioms UltrasoftPhononSelection.augmentation_adjoint
#print axioms UltrasoftPhononSelection.planeWave_coupling
```

```
'UltrasoftPhononSelection.augmentation_isBloch' depends on axioms: [propext, Classical.choice, Quot.sound]
'UltrasoftPhononSelection.augmentation_adjoint' depends on axioms: [propext, Classical.choice, Quot.sound]
'UltrasoftPhononSelection.planeWave_coupling' depends on axioms: [propext, Classical.choice, Quot.sound]
```
